# Counting products of conjugates equal to the identity from character values

Fix elements $g,h,k$ of a finite group $G$. The number of pairs $(x,y)$ with $g\,(xhx^{-1})(yky^{-1})=1$ is determined by the order $|G|$ and by the values at $g$, $h$, $k$ and $1$ of functions $\chi_a$ on $G$, provided that these functions obey three relations familiar from irreducible characters.

In a molecule with a finite point group, equivalent symmetry operations form a class, and the sum of the operators in one class commutes with every operation of the group. The product of two class sums is again a combination of class sums. Its coefficients count the pairs of class members with a prescribed product, and part (e) obtains them for finite groups. The point groups of linear molecules are infinite, so the theorems here don't cover them.

## Three relations and four finite objects

The label $a$ runs over a finite set `ι`, and `Fintype.card G` is $|G|$.

In Lean 4 with Mathlib:

```lean
import Mathlib

open Finset

namespace CharacterClassProducts

variable {G ι : Type*} [Group G] [Fintype G] [DecidableEq G] [Fintype ι]
```

Write $d_a=\chi_a(1)$. The assumptions are

$$d_a\neq 0,\qquad \chi_a(g)\chi_a(h)=\frac{d_a}{|G|}\sum_{x\in G}\chi_a(g\,xhx^{-1}),\qquad \sum_a d_a\chi_a(g)=|G|\,\delta_{g,1}.$$

For an irreducible representation, $d_a$ is its dimension, the degeneracy of a level that transforms by it. The second relation expresses Schur's lemma: the average of a represented operation over its conjugates commutes with the whole representation, so it is the number $\chi_a(h)/d_a$ times the identity. The third is the trace of the regular representation, in which the irreducible representation $a$ occurs $d_a$ times.

```lean
/-- The relations assumed of a family of functions on a finite group: nonzero dimensions `χ a 1`,
the class-averaging functional equation, and the regular-character relation. -/
structure CharacterRelations (χ : ι → G → ℂ) : Prop where
  dim_ne_zero : ∀ a, χ a 1 ≠ 0
  functional : ∀ a g h, χ a g * χ a h =
    χ a 1 / (Fintype.card G : ℂ) * ∑ x, χ a (g * (x * h * x⁻¹))
  regular : ∀ g, ∑ a, χ a 1 * χ a g = if g = 1 then (Fintype.card G : ℂ) else 0
```

That the irreducible characters of a given point group satisfy `CharacterRelations` is the step from this model to the real setting; part (f) takes it for one group. The relations alone don't force the $\chi_a$ to be characters, since replacing one $\chi_a$ by $-\chi_a$ preserves all three.

For $n$ elements $h_0,\dots,h_{n-1}$ and conjugators $x_0,\dots,x_{n-1}$, let

$$P_h(x)=(x_0h_0x_0^{-1})\cdots(x_{n-1}h_{n-1}x_{n-1}^{-1}).$$

The order of the factors matters, so `conjProd` multiplies a list. For $n=0$ the product is $1$.

```lean
/-- The ordered product of the conjugates `x i * h i * (x i)⁻¹`. -/
def conjProd {G : Type*} [Group G] {n : ℕ} (h x : Fin n → G) : G :=
  (List.ofFn fun i => x i * h i * (x i)⁻¹).prod
```

The pairs of conjugators form a finite set, whose size is the number sought.

```lean
/-- The pairs of conjugators `(x, y)` with `g (x h x⁻¹) (y k y⁻¹) = 1`. -/
def solutionPairs (g h k : G) : Finset (G × G) :=
  univ.filter fun p => g * (p.1 * h * p.1⁻¹) * (p.2 * k * p.2⁻¹) = 1
```

Different conjugators can produce the same class member. A second set therefore collects the pairs of class members $(u,v)$ themselves.

```lean
/-- The pairs `(u, v)`, with `u` in the class of `h` and `v` in the class of `k`,
for which `g u v = 1`. -/
def classPairs (g h k : G) : Finset (G × G) :=
  univ.filter fun p => (∃ x, x * h * x⁻¹ = p.1) ∧ (∃ y, y * k * y⁻¹ = p.2) ∧
    g * p.1 * p.2 = 1
```

The elements that commute with $h$ form its centralizer $Z(h)$, written here as a plain finite set.

```lean
/-- The group elements that leave `h` unchanged under conjugation. -/
def centralizerSet (h : G) : Finset G :=
  univ.filter fun x => x * h * x⁻¹ = h
```

## (a) Averaging over several conjugators

Let $f:G\to\mathbb C$ satisfy the second relation, with $f(1)$ in place of $d_a$. Show that

$$f(1)^n\sum_{x\in G^n}f\bigl(g\,P_h(x)\bigr)=|G|^n f(g)\prod_{i=0}^{n-1}f(h_i).$$

Multiplying the relation by $|G|$ gives the average over one conjugator:

$$f(1)\sum_{y}f(g\,yh_0y^{-1})=|G|\,f(g)f(h_0).$$

Now use induction on $n$, for all $g$ at once. For $n=0$ there is one empty tuple, and both sides are $f(g)$. For $n+1$ elements, split $x$ into $y=x_0$ and the remaining $n$ conjugators $z$, and put $h'_i=h_{i+1}$. Then

$$g\,P_h(x)=(g\,yh_0y^{-1})\,P_{h'}(z).$$

The induction hypothesis, with $g\,yh_0y^{-1}$ in place of $g$, gives

$$f(1)^n\sum_z f\bigl(g\,yh_0y^{-1}P_{h'}(z)\bigr)=|G|^n f(g\,yh_0y^{-1})\prod_{i=0}^{n-1}f(h_{i+1}).$$

Multiply by $f(1)$, sum over $y$ and apply the single average. The right side becomes $|G|^{n+1}f(g)f(h_0)\prod_{i=0}^{n-1}f(h_{i+1})$, as required.

In the code, `one` is the single average, `split` separates the first conjugator, and `hcons` regroups the product. The words `generalizing g` allow the change of $g$ in the induction hypothesis, and the `calc` chain applies that hypothesis for each $y$, then the single average.

```lean
omit [Fintype ι] [DecidableEq G] in
/-- If a function obeys the functional equation, summing it over `n` independent conjugations
factorises into its values at the separate group elements. -/
theorem sum_conjProd (f : G → ℂ)
    (hf : ∀ g h, f g * f h =
      f 1 / (Fintype.card G : ℂ) * ∑ x, f (g * (x * h * x⁻¹)))
    (n : ℕ) (h : Fin n → G) (g : G) :
    f 1 ^ n * ∑ x : Fin n → G, f (g * conjProd h x) =
      (Fintype.card G : ℂ) ^ n * (f g * ∏ i, f (h i)) := by
  have hc : (Fintype.card G : ℂ) ≠ 0 := Nat.cast_ne_zero.mpr Fintype.card_ne_zero
  -- one class average, with the denominator cleared
  have one : ∀ g h, f 1 * ∑ x, f (g * (x * h * x⁻¹)) =
      (Fintype.card G : ℂ) * (f g * f h) := by
    intro g h
    rw [hf g h]
    field_simp
  induction n generalizing g with
  | zero => simp [conjProd]
  | succ n ih =>
    -- split off the first conjugator
    have split : ∑ x : Fin (n + 1) → G, f (g * conjProd h x) =
        ∑ y : G, ∑ z : Fin n → G,
          f (g * conjProd h (Fin.cons y z : Fin (n + 1) → G)) := by
      rw [← (Fin.consEquiv (fun _ : Fin (n + 1) => G)).sum_comp, Fintype.sum_prod_type]
      rfl
    have hcons : ∀ (y : G) (z : Fin n → G),
        g * conjProd h (Fin.cons y z : Fin (n + 1) → G) =
          g * (y * h 0 * y⁻¹) * conjProd (fun i => h i.succ) z := by
      intro y z
      simp [conjProd, List.ofFn_succ, mul_assoc]
    rw [split]
    simp only [hcons]
    calc f 1 ^ (n + 1) * ∑ y : G, ∑ z : Fin n → G,
          f (g * (y * h 0 * y⁻¹) * conjProd (fun i => h i.succ) z)
        = f 1 * ∑ y : G, (f 1 ^ n * ∑ z : Fin n → G,
          f (g * (y * h 0 * y⁻¹) * conjProd (fun i => h i.succ) z)) := by
          rw [← Finset.mul_sum]
          ring
      _ = f 1 * ∑ y : G, ((Fintype.card G : ℂ) ^ n *
          (f (g * (y * h 0 * y⁻¹)) * ∏ i : Fin n, f (h i.succ))) := by
          simp only [ih]
      _ = (Fintype.card G : ℂ) ^ n * (∏ i : Fin n, f (h i.succ)) *
          (f 1 * ∑ y : G, f (g * (y * h 0 * y⁻¹))) := by
          rw [← Finset.mul_sum, ← Finset.sum_mul]
          ring
      _ = _ := by
          rw [one, Fin.prod_univ_succ]
          ring
```

## (b) Counting tuples of conjugators

Let $N$ be the number of $x\in G^n$ with $g\,P_h(x)=1$, and let numbers $q_a$ satisfy $d_a^n q_a=d_a\chi_a(g)\prod_i\chi_a(h_i)$. Show that

$$|G|\,N=|G|^n\sum_a q_a.$$

By the third relation, $\sum_a d_a\chi_a(gP_h(x))$ is $|G|$ when $x$ is a solution and zero otherwise. Summing over $x$ and exchanging the sums gives

$$|G|\,N=\sum_a d_aS_a,\qquad S_a=\sum_{x\in G^n}\chi_a\bigl(gP_h(x)\bigr).$$

Part (a) says $d_a^nS_a=|G|^n\chi_a(g)\prod_i\chi_a(h_i)$. Multiplying by $d_a$ and using the definition of $q_a$,

$$d_a^n(d_aS_a)=|G|^n d_a^n q_a.$$

Since $d_a\neq0$, we may cancel $d_a^n$ to get $d_aS_a=|G|^nq_a$. Summing over $a$ gives the claim.

The theorem takes `q` with its defining equation `hq`, which treats $n=0$ like every other case and avoids negative powers. The integer $N$ is regarded as a complex number. The step `detect` is the use of the third relation, `Finset.sum_comm` exchanges the sums, and `mul_left_cancel₀` removes $d_a^n$. The closing `linear_combination` joins part (a) to `hq`.

```lean
/-- For functions obeying the character relations, the number of `n`-tuples of conjugators that
make `g ∏ xᵢ hᵢ xᵢ⁻¹` the identity is fixed by `q a`, the quotient of
`χ a 1 * χ a g * ∏ χ a (h i)` by `χ a 1 ^ n`. -/
theorem card_conjugator_tuples {χ : ι → G → ℂ} (hχ : CharacterRelations χ)
    {n : ℕ} (g : G) (h : Fin n → G) (q : ι → ℂ)
    (hq : ∀ a, χ a 1 ^ n * q a = χ a 1 * (χ a g * ∏ i, χ a (h i))) :
    (Fintype.card G : ℂ) *
        ((univ.filter fun x : Fin n → G => g * conjProd h x = 1).card : ℂ) =
      (Fintype.card G : ℂ) ^ n * ∑ a, q a := by
  -- the regular character detects the identity
  have detect : (Fintype.card G : ℂ) *
        ((univ.filter fun x : Fin n → G => g * conjProd h x = 1).card : ℂ) =
      ∑ x : Fin n → G, ∑ a, χ a 1 * χ a (g * conjProd h x) := by
    simp only [hχ.regular]
    rw [← Finset.sum_filter, Finset.sum_const, nsmul_eq_mul, mul_comm]
  rw [detect, Finset.sum_comm, Finset.mul_sum]
  refine Finset.sum_congr rfl fun a _ => ?_
  -- the nonzero dimension allows the cancellation
  apply mul_left_cancel₀ (pow_ne_zero n (hχ.dim_ne_zero a))
  rw [← Finset.mul_sum]
  linear_combination χ a 1 * sum_conjProd (χ a) (hχ.functional a) n h g -
    (Fintype.card G : ℂ) ^ n * hq a
```

## (c) Two conjugators

Show that the number of pairs $(x,y)$ with $g\,(xhx^{-1})(yky^{-1})=1$ is

$$|G|\sum_a\frac{\chi_a(g)\chi_a(h)\chi_a(k)}{d_a}.$$

Take $n=2$, $h_0=h$ and $h_1=k$ in part (b). The choice $q_a=\chi_a(g)\chi_a(h)\chi_a(k)/d_a$ is right, because $d_a^2q_a=d_a\chi_a(g)\chi_a(h)\chi_a(k)$. Hence $|G|N=|G|^2\sum_aq_a$, and division by $|G|$ finishes the calculation.

The proof supplies this $q_a$ to the general theorem as `main`. Then `hcard` identifies functions on two indices with ordered pairs, so that both sets have the same size.

```lean
/-- For functions obeying the character relations, the number of pairs `(x, y)` with
`g (x h x⁻¹) (y k y⁻¹) = 1` is `|G| ∑ₐ χₐ(g) χₐ(h) χₐ(k) / χₐ(1)`. -/
theorem card_solutionPairs {χ : ι → G → ℂ} (hχ : CharacterRelations χ) (g h k : G) :
    ((solutionPairs g h k).card : ℂ) =
      (Fintype.card G : ℂ) * ∑ a, χ a g * χ a h * χ a k / χ a 1 := by
  have hc : (Fintype.card G : ℂ) ≠ 0 := Nat.cast_ne_zero.mpr Fintype.card_ne_zero
  have main := card_conjugator_tuples (n := 2) hχ g ![h, k]
    (fun a => χ a g * χ a h * χ a k / χ a 1) (by
      intro a
      have hd := hχ.dim_ne_zero a
      have e : χ a 1 * (χ a g * χ a h * χ a k / χ a 1) = χ a g * χ a h * χ a k := by
        field_simp
      simp only [Fin.prod_univ_two, Matrix.cons_val_zero, Matrix.cons_val_one]
      linear_combination χ a 1 * e)
  have hcard : (univ.filter fun x : Fin 2 → G => g * conjProd ![h, k] x = 1).card =
      (solutionPairs g h k).card := by
    apply Finset.card_equiv (finTwoArrowEquiv G)
    intro x
    simp [solutionPairs, conjProd, List.ofFn_succ, mul_assoc]
  rw [hcard] at main
  apply mul_left_cancel₀ hc
  linear_combination main
```

## (d) When two conjugators give the same element

Show that

$$xhx^{-1}=yhy^{-1}\iff (y^{-1}x)\,h\,(y^{-1}x)^{-1}=h.$$

Multiply the left equation by $y^{-1}$ on the left and by $y$ on the right. It becomes $y^{-1}xh\,x^{-1}y=h$, and $x^{-1}y=(y^{-1}x)^{-1}$. Multiplying by $y$ on the left and $y^{-1}$ on the right reverses the step.

The two `calc` blocks are these two directions. The statement holds in any group, finite or not.

```lean
/-- Two elements conjugate `h` to the same element exactly when they differ by an element that
leaves `h` unchanged under conjugation. -/
theorem conj_eq_iff {G : Type*} [Group G] (h x y : G) :
    x * h * x⁻¹ = y * h * y⁻¹ ↔ (y⁻¹ * x) * h * (y⁻¹ * x)⁻¹ = h := by
  constructor
  · intro e
    calc (y⁻¹ * x) * h * (y⁻¹ * x)⁻¹ = y⁻¹ * (x * h * x⁻¹) * y := by group
      _ = h := by rw [e]; group
  · intro e
    calc x * h * x⁻¹ = y * ((y⁻¹ * x) * h * (y⁻¹ * x)⁻¹) * y⁻¹ := by group
      _ = y * h * y⁻¹ := by rw [e]
```

## (e) Counting class members

Let $M$ be the number of pairs $(u,v)$, with $u$ conjugate to $h$ and $v$ conjugate to $k$, such that $guv=1$. Show that

$$M\,|Z(h)|\,|Z(k)|=|G|\sum_a\frac{\chi_a(g)\chi_a(h)\chi_a(k)}{d_a}.$$

Send each solution $(x,y)$ of part (c) to $(u,v)=(xhx^{-1},yky^{-1})$, which is one of the $M$ pairs. Conversely, let $(u,v)$ be such a pair and choose $x,y$ with $u=xhx^{-1}$ and $v=yky^{-1}$. By part (d), a pair $(s,t)$ gives the same $(u,v)$ exactly when $x^{-1}s\in Z(h)$ and $y^{-1}t\in Z(k)$. There are $|Z(h)||Z(k)|$ such pairs $(s,t)$, and all of them are solutions. Therefore $N=M|Z(h)||Z(k)|$, and part (c) supplies $N$.

The number $M$ is the class-multiplication constant for the product $uv=g^{-1}$; textbooks usually name the product itself, so their element is the inverse of this $g$.

In the code, `key` is the relation between $N$ and $M$. `Finset.card_eq_sum_card_fiberwise` groups the conjugators by the class members they produce, and left multiplication by $x^{-1}$ and $y^{-1}$ matches each group with $Z(h)\times Z(k)$.

```lean
/-- For functions obeying the character relations, the number of pairs of class members `(u, v)`
with `u` in the class of `h`, `v` in the class of `k` and `g u v = 1`, times the centralizer orders
of `h` and `k`, is `|G| ∑ₐ χₐ(g) χₐ(h) χₐ(k) / χₐ(1)`. -/
theorem card_classPairs {χ : ι → G → ℂ} (hχ : CharacterRelations χ) (g h k : G) :
    ((classPairs g h k).card : ℂ) *
        (((centralizerSet h).card : ℂ) * ((centralizerSet k).card : ℂ)) =
      (Fintype.card G : ℂ) * ∑ a, χ a g * χ a h * χ a k / χ a 1 := by
  have key : (solutionPairs g h k).card =
      (classPairs g h k).card * ((centralizerSet h).card * (centralizerSet k).card) := by
    rw [Finset.card_eq_sum_card_fiberwise
      (f := fun p : G × G => (p.1 * h * p.1⁻¹, p.2 * k * p.2⁻¹)) (t := classPairs g h k)]
    · apply Finset.sum_const_nat
      rintro ⟨u, v⟩ huv
      simp only [classPairs, Finset.mem_filter, Finset.mem_univ, true_and] at huv
      obtain ⟨⟨x, rfl⟩, ⟨y, rfl⟩, e⟩ := huv
      -- each fibre is a translate of the product of the two centralizers
      rw [← Finset.card_product]
      apply Finset.card_equiv ((Equiv.mulLeft x⁻¹).prodCongr (Equiv.mulLeft y⁻¹))
      rintro ⟨s, t⟩
      simp only [solutionPairs, centralizerSet, Finset.mem_filter, Finset.mem_univ, true_and,
        Finset.mem_product, Equiv.prodCongr_apply, Prod.map_apply, Equiv.coe_mulLeft,
        Prod.mk.injEq, ← conj_eq_iff]
      constructor
      · exact fun hst => hst.2
      · rintro ⟨h1, h2⟩
        exact ⟨by rw [h1, h2]; exact e, h1, h2⟩
    · intro p hp
      have hp' := (Finset.mem_filter.mp (Finset.mem_coe.mp hp)).2
      exact Finset.mem_coe.mpr (Finset.mem_filter.mpr
        ⟨Finset.mem_univ _, ⟨p.1, rfl⟩, ⟨p.2, rfl⟩, hp'⟩)
  rw [← card_solutionPairs hχ g h k, key]
  push_cast
  ring
```

## (f) The permutations of three objects

The permutation group of three objects has the same multiplication table as $C_{3v}$, the point group of ammonia. Its irreducible characters are the constant function, the sign, and the number of fixed objects minus one, labelled $0,1,2$ as in the code; for $C_{3v}$ they are called $A_1$, $A_2$ and $E$.

```lean
/-- Three functions on the permutations of three objects: the constant one, the sign, and the
number of fixed objects minus one. -/
def s3Char : Fin 3 → Equiv.Perm (Fin 3) → ℤ :=
  ![fun _ => 1, fun g => ((Equiv.Perm.sign g : ℤˣ) : ℤ),
    fun g => (∑ i, if g i = i then 1 else 0) - 1]
```

Show that these functions satisfy all three relations. Their values are

| | identity | 3 transpositions | 2 three-cycles |
|---|---:|---:|---:|
| $\chi_0$ | $1$ | $1$ | $1$ |
| $\chi_1$ | $1$ | $-1$ | $1$ |
| $\chi_2$ | $2$ | $0$ | $-1$ |

The first column has no zero. The sums $\sum_a d_a\chi_a$ are $1+1+4=6$, $1-1+0=0$ and $1+1-2=0$, which is the third relation.

For $a=0,1$ the function is multiplicative, so every term in the class average equals $\chi_a(g)\chi_a(h)$. For $a=2$ the required equation is

$$\chi_2(g)\chi_2(h)=\tfrac13\sum_x\chi_2(g\,xhx^{-1}).$$

- If $h=1$, the right side is $2\chi_2(g)$, as it should be.
- If $h$ is a transposition, each transposition $t$ occurs twice, giving $\tfrac23\sum_t\chi_2(gt)$. For $g$ a transposition the sum is $2-1-1=0$; otherwise every $gt$ is a transposition, and the sum is again zero.
- If $h$ is a three-cycle, the right side is $\chi_2(gh)+\chi_2(gh^{-1})$. This is $-2$, $0$ or $1$ for $g$ the identity, a transposition or a three-cycle, in agreement with $-\chi_2(g)$.

The formal proof checks the same relations element by element over the integers with `decide +kernel`, after multiplying the second one by $6$. It then carries them over to the complex numbers.

```lean
/-- The three functions `s3Char` on the permutations of three objects obey the character
relations. -/
theorem characterRelations_witness :
    CharacterRelations (fun a g => (s3Char a g : ℂ)) := by
  have hcard : Fintype.card (Equiv.Perm (Fin 3)) = 6 := by decide +kernel
  -- the relations are finite checks over the integers
  have h1 : ∀ a, s3Char a 1 ≠ 0 := by decide +kernel
  have h2 : ∀ a g h, 6 * (s3Char a g * s3Char a h) =
      s3Char a 1 * ∑ x, s3Char a (g * (x * h * x⁻¹)) := by decide +kernel
  have h3 : ∀ g, ∑ a, s3Char a 1 * s3Char a g = if g = 1 then 6 else 0 := by
    decide +kernel
  refine ⟨fun a => Int.cast_ne_zero.mpr (h1 a), fun a g h => ?_, fun g => ?_⟩
  · have e := congrArg (Int.cast : ℤ → ℂ) (h2 a g h)
    rw [hcard]
    push_cast at e ⊢
    linear_combination e / 6
  · have e := congrArg (Int.cast : ℤ → ℂ) (h3 g)
    rw [hcard]
    push_cast at e ⊢
    exact e

end CharacterClassProducts
```

## Starting from matrix representations

Another model would take a complete list of inequivalent irreducible complex representations and define $\chi_a$ as their traces. The three relations would then have to be derived, from Schur's lemma and the decomposition of the regular representation, and the count would apply to every finite group without a hypothesis on $\chi$. The counting argument in parts (a) to (e) would stay the same. The present model needs less representation theory and also admits families that aren't characters.

```lean
#print axioms CharacterClassProducts.card_conjugator_tuples
#print axioms CharacterClassProducts.card_classPairs
```

```
'CharacterClassProducts.card_conjugator_tuples' depends on axioms: [propext, Classical.choice, Quot.sound]
'CharacterClassProducts.card_classPairs' depends on axioms: [propext, Classical.choice, Quot.sound]
```
